# Degeneracies of a noninteracting dimer from those of its Hermitian fragments

If the degeneracy of a dimer level is taken from a single pair of fragment levels, states can be missed: another pair may have the same total energy. An eigensolver asked for only that many roots nearest the level's energy then cannot return the whole level. The exercises derive the full count for two noninteracting fragments with finite Hermitian Hamiltonians, a reference for checking an exact diagonalisation on the full product space.

## Fragments, dimer and levels

The fragment Hamiltonians \(A\) and \(B\) are complex matrices with finite index sets `m` and `n`.

In Lean 4 with Mathlib:

```lean
import Mathlib

open Matrix Finset
open scoped Kronecker

namespace DimerDegeneracy

noncomputable section

variable {m n : Type*} [Fintype m] [DecidableEq m] [Fintype n] [DecidableEq n]
```

Write \(g_A(x)\) for `degeneracy A x`, the dimension of the eigenspace of \(A\) at the real energy \(x\). It is zero when \(x\) is not an eigenvalue.

```lean
/-- The degeneracy of the energy `x`: the dimension of the eigenspace of `A` at `x`. -/
def degeneracy (A : Matrix n n ℂ) (x : ℝ) : ℕ :=
  Module.finrank ℂ (Module.End.eigenspace (Matrix.toLin' A) (x : ℂ))
```

The dimer Hamiltonian is \(H=A\otimes 1+1\otimes B\). It acts on all product states, with no coupling and no antisymmetrisation between the fragments.

```lean
/-- The Hamiltonian of two fragments that do not interact. -/
def dimer (A : Matrix m m ℂ) (B : Matrix n n ℂ) : Matrix (m × n) (m × n) ℂ :=
  A ⊗ₖ (1 : Matrix n n ℂ) + (1 : Matrix m m ℂ) ⊗ₖ B
```

The finite set `levels hA`, here \(L_A\), lists each eigenvalue once; `hA` is the proof that \(A\) is Hermitian.

```lean
/-- The finite set of distinct energy levels of a Hermitian matrix. -/
def levels {A : Matrix n n ℂ} (hA : A.IsHermitian) : Finset ℝ :=
  Finset.univ.image hA.eigenvalues
```

## (a) Degeneracy as a count of diagonal entries

Let \(AP=PD\), with \(P\) invertible and \(D\) diagonal with real entries \(d_i\). Show that
\[ g_A(x)=\#\{i: d_i=x\}. \]

**Solution.** Subtracting \(xP\) gives \((A-x)P=P(D-x)\). Invertible factors preserve rank, so \(A-x\) has rank \(\#\{i:d_i\ne x\}\). By rank-nullity its kernel, the eigenspace, has the dimension that remains, \(\#\{i:d_i=x\}\).

In the code, `h1` is the matrix identity, `h2` the rank, `h3` identifies eigenspace and kernel, and `h4` and `h5` supply the two counts that `omega` subtracts.

```lean
/-- If an invertible matrix `P` brings `A` to diagonal form, the degeneracy of `x` is the number
of diagonal entries equal to `x`. -/
theorem degeneracy_eq_card (A P : Matrix n n ℂ) (d : n → ℝ) (hP : IsUnit P.det)
    (h : A * P = P * diagonal (fun i => (d i : ℂ))) (x : ℝ) :
    degeneracy A x = (univ.filter fun i => d i = x).card := by
  have h1 : (A - (x : ℂ) • (1 : Matrix n n ℂ)) * P
      = P * diagonal (fun i => ((d i - x : ℝ) : ℂ)) := by
    have hs : diagonal (fun i => ((d i - x : ℝ) : ℂ))
        = diagonal (fun i => (d i : ℂ)) - (x : ℂ) • (1 : Matrix n n ℂ) := by
      ext i j
      by_cases hij : i = j
      · subst hij; simp
      · simp [hij]
    rw [hs, Matrix.sub_mul, Matrix.mul_sub, h, Matrix.smul_mul, Matrix.mul_smul,
      Matrix.one_mul, Matrix.mul_one]
  -- the rank of `A - x` counts the diagonal entries different from `x`
  have h2 : (A - (x : ℂ) • (1 : Matrix n n ℂ)).rank
      = (univ.filter fun i => ¬ d i = x).card := by
    rw [← Matrix.rank_mul_eq_left_of_isUnit_det P (A - (x : ℂ) • (1 : Matrix n n ℂ)) hP, h1,
      Matrix.rank_mul_eq_right_of_isUnit_det P _ hP, Matrix.rank_diagonal, Fintype.card_subtype]
    congr 1
    ext i
    simp [sub_eq_zero]
  have h3 : Module.End.eigenspace (Matrix.toLin' A) (x : ℂ)
      = LinearMap.ker (A - (x : ℂ) • (1 : Matrix n n ℂ)).mulVecLin := by
    ext v
    rw [Module.End.mem_eigenspace_iff, LinearMap.mem_ker]
    simp [sub_eq_zero]
  -- rank-nullity leaves the entries equal to `x`
  have h4 := LinearMap.finrank_range_add_finrank_ker
    (A - (x : ℂ) • (1 : Matrix n n ℂ)).mulVecLin
  have h5 : (univ.filter fun i => ¬ d i = x).card + (univ.filter fun i => d i = x).card
      = Fintype.card n := by
    rw [Finset.card_filter, Finset.card_filter, ← Finset.sum_add_distrib]
    calc _ = ∑ _i : n, 1 :=
          Finset.sum_congr rfl (fun i _ => by by_cases hi : d i = x <;> simp [hi])
      _ = Fintype.card n := by simp
  rw [Module.finrank_fintype_fun_eq_card] at h4
  unfold Matrix.rank at h2
  unfold degeneracy
  rw [h3]
  omega
```

## (b) Diagonalising one fragment

For Hermitian \(A\) with eigenvalues \(\alpha_i\), find an invertible \(P\) with
\[ AP=P\,\mathrm{diag}(\alpha_i). \]

**Solution.** Take an orthonormal eigenbasis \(u_j\), which the spectral theorem provides, as the columns of \(P\). Then \((AP)_{ij}=(Au_j)_i=\alpha_jP_{ij}\), and \(P\) is unitary, hence invertible. The proof takes the eigenbasis from Mathlib and compares entries in the same way.

```lean
/-- A Hermitian matrix is brought to the diagonal form of its eigenvalues by an invertible
matrix. -/
theorem exists_diagonalising {A : Matrix n n ℂ} (hA : A.IsHermitian) :
    ∃ P : Matrix n n ℂ, IsUnit P.det ∧
      A * P = P * diagonal (fun i => (hA.eigenvalues i : ℂ)) := by
  refine ⟨(hA.eigenvectorUnitary : Matrix n n ℂ),
    Matrix.isUnit_det_of_right_inverse
      (Matrix.mem_unitaryGroup_iff.mp hA.eigenvectorUnitary.2), ?_⟩
  ext i j
  have h := congrFun (hA.mulVec_eigenvectorBasis j) i
  simp only [Matrix.mulVec, dotProduct, Pi.smul_apply, Complex.real_smul] at h
  rw [Matrix.mul_diagonal, Matrix.mul_apply]
  simp only [Matrix.IsHermitian.eigenvectorUnitary_apply]
  exact h.trans (mul_comm _ _)
```

## (c) Levels are the energies that occur

Show that
\[ a\in L_A\iff g_A(a)>0. \]

**Solution.** By (a) and (b), \(g_A(a)\) counts the indices with \(\alpha_i=a\). It is positive exactly when there is such an index, which is membership in \(L_A\).

```lean
/-- The levels of a Hermitian matrix are exactly the energies with positive degeneracy. -/
theorem mem_levels_iff {A : Matrix n n ℂ} (hA : A.IsHermitian) (a : ℝ) :
    a ∈ levels hA ↔ 0 < degeneracy A a := by
  obtain ⟨P, hP, h⟩ := exists_diagonalising hA
  rw [degeneracy_eq_card A P _ hP h, Finset.card_pos]
  simp [levels, Finset.Nonempty]
```

## (d) Diagonal fragments

For fragments with real diagonal entries \(a_i\) and \(b_j\), show that
\[ H_{(i,j),(k,l)}=(a_i+b_j)\,\delta_{ik}\delta_{jl}. \]

**Solution.** The two terms of \(H\) are \(a_i\delta_{ik}\delta_{jl}\) and \(\delta_{ik}b_j\delta_{jl}\); add them. The proof splits on \(i=k\) and \(j=l\).

```lean
omit [Fintype m] [Fintype n] in
/-- For diagonal fragments the dimer Hamiltonian is diagonal, with the sums of the fragment
energies as entries. -/
theorem dimer_diagonal (a : m → ℝ) (b : n → ℝ) :
    dimer (diagonal fun i => (a i : ℂ)) (diagonal fun j => (b j : ℂ))
      = diagonal (fun p : m × n => ((a p.1 + b p.2 : ℝ) : ℂ)) := by
  ext ⟨i, j⟩ ⟨k, l⟩
  by_cases h1 : i = k <;> by_cases h2 : j = l <;>
    simp [dimer, Matrix.kroneckerMap_apply, h1, h2]
```

## (e) Degeneracy of the dimer

For Hermitian \(A\), \(B\) and real \(x\), show that
\[ g_H(x)=\sum_{\substack{a\in L_A,\;b\in L_B\\ a+b=x}} g_A(a)\,g_B(b). \]

**Solution.** Let \(AP=PD_A\) and \(BQ=QD_B\), as in (b), with \(\beta_j\) the eigenvalues of \(B\). Then
\[ H(P\otimes Q)=PD_A\otimes Q+P\otimes QD_B=(P\otimes Q)(D_A\otimes1+1\otimes D_B). \]
Since \(P\otimes Q\) is invertible, (a) and (d) give \(g_H(x)=\#\{(i,j):\alpha_i+\beta_j=x\}\). Group these pairs by their values \((a,b)\). Each group is \(\{i:\alpha_i=a\}\times\{j:\beta_j=b\}\), of size \(g_A(a)g_B(b)\).

The identity is `hPQ`; `Finset.card_eq_sum_card_fiberwise` does the grouping and `Finset.card_product` gives the group sizes.

The sum must run over distinct levels. For \(A=0\) of size 2 and \(B=0\) of size 1, summing over index pairs instead gives \(2+2=4\), although the dimer has only two states.

Hermiticity matters too. Let \(A=B=N\) with \(Ne_1=0\), \(Ne_2=e_1\). The only eigenvalue is 0, with a one-dimensional eigenspace, so the formula would give 1. But \(H\) annihilates both \(e_1\otimes e_1\) and \(e_1\otimes e_2-e_2\otimes e_1\).

```lean
/-- For Hermitian fragments, the degeneracy of the energy `x` in a noninteracting dimer is the sum,
over pairs of fragment levels that add up to `x`, of the products of the fragment degeneracies. -/
theorem degeneracy_dimer {A : Matrix m m ℂ} {B : Matrix n n ℂ}
    (hA : A.IsHermitian) (hB : B.IsHermitian) (x : ℝ) :
    degeneracy (dimer A B) x
      = ∑ q ∈ (levels hA ×ˢ levels hB).filter (fun q => q.1 + q.2 = x),
          degeneracy A q.1 * degeneracy B q.2 := by
  obtain ⟨P, hP, hAP⟩ := exists_diagonalising hA
  obtain ⟨Q, hQ, hBQ⟩ := exists_diagonalising hB
  have hdet : IsUnit (P ⊗ₖ Q).det := by
    rw [Matrix.det_kronecker]
    exact (hP.pow _).mul (hQ.pow _)
  -- the product of the fragment eigenbases diagonalises the dimer
  have hPQ : dimer A B * (P ⊗ₖ Q) = (P ⊗ₖ Q) *
      diagonal (fun p : m × n => ((hA.eigenvalues p.1 + hB.eigenvalues p.2 : ℝ) : ℂ)) := by
    rw [← dimer_diagonal]
    simp only [dimer, Matrix.add_mul, Matrix.mul_add, ← Matrix.mul_kronecker_mul,
      Matrix.one_mul, Matrix.mul_one, hAP, hBQ]
  rw [degeneracy_eq_card _ _ _ hdet hPQ]
  -- group the product states by their pair of fragment energies
  rw [Finset.card_eq_sum_card_fiberwise
    (f := fun p : m × n => (hA.eigenvalues p.1, hB.eigenvalues p.2))
    (t := (levels hA ×ˢ levels hB).filter (fun q => q.1 + q.2 = x))
    (fun p hp => Finset.mem_coe.mpr (Finset.mem_filter.mpr
      ⟨Finset.mem_product.mpr ⟨Finset.mem_image_of_mem _ (Finset.mem_univ _),
        Finset.mem_image_of_mem _ (Finset.mem_univ _)⟩,
        (Finset.mem_filter.mp (Finset.mem_coe.mp hp)).2⟩))]
  refine Finset.sum_congr rfl fun q hq => ?_
  have hx : q.1 + q.2 = x := (Finset.mem_filter.mp hq).2
  rw [degeneracy_eq_card A P _ hP hAP, degeneracy_eq_card B Q _ hQ hBQ, ← Finset.card_product]
  congr 1
  ext ⟨i, j⟩
  simp only [Finset.mem_filter, Finset.mem_univ, true_and, Finset.mem_product, Prod.ext_iff]
  constructor
  · rintro ⟨_, h⟩
    exact h
  · rintro ⟨h1, h2⟩
    exact ⟨by rw [h1, h2]; exact hx, h1, h2⟩
```

## (f) Exchanging the excitation

For two copies of a Hermitian \(A\) and \(a\ne b\), show that
\[ 2\,g_A(a)\,g_A(b)\le g_H(a+b). \]

**Solution.** If \(a\) or \(b\) is not a level, the left side vanishes by (c). Otherwise \((a,b)\) and \((b,a)\) are different terms of the sum in (e), each equal to \(g_A(a)g_A(b)\), and the other terms are nonnegative. The two `by_cases` make this distinction. With \(a=b\) the bound fails already for a \(1\times1\) fragment at its own level: \(2\le1\).

```lean
/-- For two identical Hermitian fragments and two different energies `a` and `b`, the degeneracy of
`a + b` in the dimer is at least twice the product of the fragment degeneracies. -/
theorem exchange_degeneracy {A : Matrix n n ℂ} (hA : A.IsHermitian) {a b : ℝ} (hab : a ≠ b) :
    2 * (degeneracy A a * degeneracy A b) ≤ degeneracy (dimer A A) (a + b) := by
  by_cases ha : a ∈ levels hA
  · by_cases hb : b ∈ levels hA
    · have hne : (a, b) ≠ (b, a) := fun h => hab (congrArg Prod.fst h)
      rw [degeneracy_dimer hA hA]
      -- the pairs `(a, b)` and `(b, a)` both contribute
      calc 2 * (degeneracy A a * degeneracy A b)
          = ∑ q ∈ {(a, b), (b, a)}, degeneracy A q.1 * degeneracy A q.2 := by
            rw [Finset.sum_pair hne]
            dsimp only
            ring
        _ ≤ _ := by
            apply Finset.sum_le_sum_of_subset
            intro q hq
            simp only [Finset.mem_insert, Finset.mem_singleton] at hq
            rcases hq with rfl | rfl
            · simp [ha, hb]
            · simp [ha, hb, add_comm]
    · have h0 : degeneracy A b = 0 := by
        by_contra h
        exact hb ((mem_levels_iff hA b).2 (Nat.pos_of_ne_zero h))
      simp [h0]
  · have h0 : degeneracy A a = 0 := by
      by_contra h
      exact ha ((mem_levels_iff hA a).2 (Nat.pos_of_ne_zero h))
    simp [h0]
```

## (g) Two two-level fragments

Let \(A=\mathrm{diag}(0,\varepsilon)\) with \(\varepsilon\ne0\), and take two copies. Show that
\[ g_A(0)=g_A(\varepsilon)=1,\qquad g_H(\varepsilon)=2. \]

**Solution.** The fragment entries are distinct, so each level is simple. The dimer entries are \(0,\varepsilon,\varepsilon,2\varepsilon\), and exactly two equal \(\varepsilon\). The bound in (f) is therefore attained.

```lean
/-- A two-level fragment with energies `0` and `ε`. -/
def twoLevel (ε : ℝ) : Matrix (Fin 2) (Fin 2) ℂ :=
  diagonal fun i => ((![0, ε] i : ℝ) : ℂ)
```

Both matrices are already diagonal, so the proof uses (a) with \(P=1\) and counts entries.

```lean
/-- For `ε ≠ 0` both levels of the two-level fragment are simple, while the energy `ε` of two such
fragments is doubly degenerate. -/
theorem twoLevel_degeneracy {ε : ℝ} (hε : ε ≠ 0) :
    degeneracy (twoLevel ε) 0 = 1 ∧ degeneracy (twoLevel ε) ε = 1 ∧
      degeneracy (dimer (twoLevel ε) (twoLevel ε)) ε = 2 := by
  have h1 : ∀ x, degeneracy (twoLevel ε) x = (univ.filter fun i => ![0, ε] i = x).card :=
    degeneracy_eq_card _ 1 _ (by simp) (by rw [Matrix.mul_one, Matrix.one_mul]; rfl)
  have h2 := degeneracy_eq_card (dimer (twoLevel ε) (twoLevel ε)) 1
    (fun p : Fin 2 × Fin 2 => ![0, ε] p.1 + ![0, ε] p.2) (by simp)
    (by rw [Matrix.mul_one, Matrix.one_mul]; exact dimer_diagonal _ _) ε
  refine ⟨?_, ?_, ?_⟩
  · rw [h1, Finset.card_filter]
    simp only [Fin.sum_univ_two]
    simp [hε]
  · rw [h1, Finset.card_filter]
    simp only [Fin.sum_univ_two]
    simp [hε.symm]
  · rw [h2, Finset.card_filter]
    simp only [Fintype.sum_prod_type, Fin.sum_univ_two]
    simp [hε, hε.symm]

end

end DimerDegeneracy
```

```lean
#print axioms DimerDegeneracy.degeneracy_dimer
-- 'DimerDegeneracy.degeneracy_dimer' depends on axioms: [propext, Classical.choice, Quot.sound]
#print axioms DimerDegeneracy.exchange_degeneracy
-- 'DimerDegeneracy.exchange_degeneracy' depends on axioms: [propext, Classical.choice, Quot.sound]
#print axioms DimerDegeneracy.twoLevel_degeneracy
-- 'DimerDegeneracy.twoLevel_degeneracy' depends on axioms: [propext, Classical.choice, Quot.sound]
```
